# For a Lipschitz response that never reinforces the error, linear mixing converges if the damping tends to zero with divergent sum

A self-consistent field (SCF) calculation looks for a density or potential x that its output map F returns unchanged, and plain iteration can diverge when F responds too strongly. To state when mixing cures this, we take x to be a vector in a real inner-product space E, let F be defined on all of E, and describe the response by two numbers measured in the norm and inner product of E. The choice of inner product matters: a response matrix with only negative eigenvalues can violate the overlap condition below in one inner product and satisfy it in another.

## The error bound for a variable mixing fraction

Let p be a fixed point, F(p) = p. Step n of linear mixing is

x(n+1) = (1 − a(n)) x(n) + a(n) F(x(n)).

Here a(n) is called the damping, although it is the fraction of new output mixed in; many codes call it the mixing parameter, and a smaller value means a more cautious step. Suppose that for all x

‖F(x) − F(p)‖ ≤ L ‖x − p‖,

⟨F(x) − F(p), x − p⟩ ≤ m ‖x − p‖², with m < 1.

The constant L limits the strength of the response, and is large when charge sloshes. The constant m limits how far the response reinforces the error that caused it; m = 0 means that it never does. One step with 0 ≤ a ≤ 1 then gives

‖x(n+1) − p‖² ≤ [1 − 2(1 − m)a + (1 − 2m + L²)a²] ‖x(n) − p‖², where a = a(n).

If the dampings are nonnegative, tend to zero and have a divergent sum, x(n) converges to p from every start. The schedule can be chosen without knowing L.

## Mixing schedules in an SCF code

The result bears on Hartree–Fock or Kohn–Sham codes that lower the mixing parameter during the cycle, as long as the update is plain linear mixing with no history of earlier iterates, and the parameter tends to zero with a divergent sum instead of stopping at a positive floor.

Two details matter in such a code. First, the schedule must not shrink too fast. If F returns 0 for every input and the damping is halved at each step from 1/2, more than a quarter of the initial error remains forever, so dampings that merely tend to zero are not enough. Second, the change x(n+1) − x(n) equals a(n)(F(x(n)) − x(n)), which becomes small when a(n) does. The stopping criterion should therefore use the residual F(x) − x.

## From one mixing step to convergence

Write e = x − p for the error and r = F(x) − F(p) for the response. Since F(p) = p, the new error is (1 − a)e + a r, and expanding its square gives

‖(1 − a)e + a r‖² = (1 − a)²‖e‖² + 2a(1 − a)⟨r, e⟩ + a²‖r‖².

This is `mix_error_sq`; the tactic `module` checks the vector identity, and `norm_add_sq_real` expands the square.

For 0 ≤ a ≤ 1 the coefficient 2a(1 − a) is nonnegative, so both bounds on the response may be inserted:

(1 − a)² + 2a(1 − a)m + a²L² = 1 − 2(1 − m)a + (1 − 2m + L²)a².

In `mix_error_le`, the two bounds are multiplied by their nonnegative coefficients and `nlinarith` combines them.

Now let a be small enough that (1 − 2m + L²)a ≤ 1 − m. Multiplying by a shows that the quadratic term is at most (1 − m)a, so the factor is at most

1 − (1 − m)a ≤ exp(−(1 − m)a).

If this holds from step N on, multiplying the factors gives, for n ≥ N,

‖x(n) − p‖² ≤ exp(−(1 − m) S) ‖x(N) − p‖², where S = a(N) + … + a(n−1).

The lemma `scf_error_le` proves this by induction from N, with `Real.add_one_le_exp` supplying the exponential bound.

Because a(n) → 0, such an N exists whatever L is. Removing the first N terms leaves the sum divergent, so the exponential tends to zero. In `scf_tendsto`, `eventually_atTop` extracts N and `squeeze_zero'` traps the squared error between zero and the bound; `tendsto_of_error_sq` then takes the square root.

A constant damping behaves differently. On the complex plane, take F(z) = iLz, a quarter turn with scaling. The response is orthogonal to the error, so m = 0 is allowed, and each step multiplies the squared error by exactly

q = (1 − a)² + a²L² = 1 − a(2 − a(1 + L²)).

For a > 0, q < 1 exactly when a(1 + L²) < 2. Otherwise the error never decreases. `turn_witness` verifies the orthogonality and the length of the response, and `turn_constant_damping_iff` proves the geometric law by induction before treating the two directions. For L = 10, a constant damping must lie below 2/101, and no positive constant serves every L.

The same argument gives a neighbouring result for constant damping when L and m are known. If 0 < a ≤ 1 and (1 − 2m + L²)a ≤ 1 − m, set N = 0 in the exponential bound:

‖x(n) − p‖² ≤ exp(−(1 − m)a n) ‖x(0) − p‖².

The convergence is then at least geometric.

## The Lean source

```lean
import Mathlib

open Filter Topology

namespace VanishingDamping

noncomputable section

variable {E : Type*} [NormedAddCommGroup E] [InnerProductSpace ℝ E]

/-- One linear mixing step: the fraction `a` of the output `F x` is mixed into the input `x`. -/
def mix (F : E → E) (a : ℝ) (x : E) : E := (1 - a) • x + a • F x

/-- The self-consistency iteration started at `x₀`, with damping `a n` in step `n`. -/
def scf (F : E → E) (a : ℕ → ℝ) (x₀ : E) : ℕ → E
  | 0 => x₀
  | n + 1 => mix F (a n) (scf F a x₀ n)

/-- The squared distance to a fixed point `p` after one mixing step, split into the old error,
the overlap of the response with the error, and the size of the response. -/
theorem mix_error_sq (F : E → E) {p : E} (hp : F p = p) (a : ℝ) (x : E) :
    ‖mix F a x - p‖ ^ 2 = (1 - a) ^ 2 * ‖x - p‖ ^ 2
      + 2 * a * (1 - a) * inner ℝ (F x - F p) (x - p) + a ^ 2 * ‖F x - F p‖ ^ 2 := by
  have h : mix F a x - p = a • (F x - F p) + (1 - a) • (x - p) := by
    rw [hp]
    unfold mix
    module
  rw [h, norm_add_sq_real]
  simp only [norm_smul, mul_pow, Real.norm_eq_abs, sq_abs, real_inner_smul_left,
    real_inner_smul_right]
  ring

/-- Let the response at `x` relative to the fixed point `p` be at most `L` times the error, and its
overlap with the error at most `m` times the squared error. Then a mixing step with damping `a` in
`[0, 1]` multiplies the squared error by at most the stated quadratic factor in `a`. -/
theorem mix_error_le (F : E → E) {p x : E} {L m a : ℝ} (hp : F p = p)
    (hL : ‖F x - F p‖ ≤ L * ‖x - p‖)
    (hm : inner ℝ (F x - F p) (x - p) ≤ m * ‖x - p‖ ^ 2) (h0 : 0 ≤ a) (h1 : a ≤ 1) :
    ‖mix F a x - p‖ ^ 2
      ≤ (1 - 2 * (1 - m) * a + (1 - 2 * m + L ^ 2) * a ^ 2) * ‖x - p‖ ^ 2 := by
  rw [mix_error_sq F hp]
  have hsq : ‖F x - F p‖ ^ 2 ≤ L ^ 2 * ‖x - p‖ ^ 2 := by
    rw [← mul_pow]
    exact pow_le_pow_left₀ (norm_nonneg _) hL 2
  have hc : 0 ≤ 2 * a * (1 - a) := mul_nonneg (by linarith) (by linarith)
  have h2 := mul_le_mul_of_nonneg_left hm hc
  have h3 := mul_le_mul_of_nonneg_left hsq (sq_nonneg a)
  nlinarith [h2, h3]

/-- For all `x`, let the response relative to the fixed point `p` be at most `L` times the error,
with overlap at most `m` times the squared error. Suppose that from step `N` on the dampings lie in
`[0, 1]` and satisfy `(1 - 2m + L²) a ≤ 1 - m`. Then for `n ≥ N` the squared error at step `n` is at
most `exp (-(1 - m) S)` times that at step `N`, where `S` is the sum of `a k` over `N ≤ k < n`. -/
theorem scf_error_le (F : E → E) {p : E} {L m : ℝ} (hp : F p = p)
    (hL : ∀ x, ‖F x - F p‖ ≤ L * ‖x - p‖)
    (hm : ∀ x, inner ℝ (F x - F p) (x - p) ≤ m * ‖x - p‖ ^ 2)
    (a : ℕ → ℝ) (x₀ : E) (N : ℕ)
    (ha : ∀ n, N ≤ n → 0 ≤ a n ∧ a n ≤ 1 ∧ (1 - 2 * m + L ^ 2) * a n ≤ 1 - m)
    (n : ℕ) (hn : N ≤ n) :
    ‖scf F a x₀ n - p‖ ^ 2
      ≤ Real.exp (-((1 - m) * ∑ k ∈ Finset.Ico N n, a k)) * ‖scf F a x₀ N - p‖ ^ 2 := by
  induction n, hn using Nat.le_induction with
  | base => simp
  | succ n hn ih =>
    obtain ⟨h0, h1, h2⟩ := ha n hn
    -- for small damping the quadratic factor is below an exponential
    have hq : 1 - 2 * (1 - m) * a n + (1 - 2 * m + L ^ 2) * a n ^ 2
        ≤ Real.exp (-((1 - m) * a n)) := by
      have e := Real.add_one_le_exp (-((1 - m) * a n))
      have k := mul_le_mul_of_nonneg_left h2 h0
      nlinarith [e, k]
    have s : ‖scf F a x₀ (n + 1) - p‖ ^ 2
        ≤ Real.exp (-((1 - m) * a n)) * ‖scf F a x₀ n - p‖ ^ 2 :=
      (mix_error_le F hp (hL _) (hm _) h0 h1).trans
        (mul_le_mul_of_nonneg_right hq (sq_nonneg _))
    refine (s.trans (mul_le_mul_of_nonneg_left ih (Real.exp_pos _).le)).trans_eq ?_
    rw [Finset.sum_Ico_succ_top hn, ← mul_assoc, ← Real.exp_add]
    congr 2
    ring

/-- If the squared distance to `p` tends to zero, the sequence converges to `p`. -/
theorem tendsto_of_error_sq {V : Type*} [NormedAddCommGroup V] {x : ℕ → V} {p : V}
    (h : Tendsto (fun n => ‖x n - p‖ ^ 2) atTop (𝓝 0)) : Tendsto x atTop (𝓝 p) := by
  rw [tendsto_iff_norm_sub_tendsto_zero]
  have h' := h.sqrt
  simpa only [Real.sqrt_sq (norm_nonneg _), Real.sqrt_zero] using h'

/-- Let the response relative to the fixed point `p` be at most `L` times the error, with overlap
at most `m < 1` times the squared error. If the dampings are nonnegative, tend to zero and have a
divergent sum, the iteration converges to `p` from every start. -/
theorem scf_tendsto (F : E → E) {p : E} {L m : ℝ} (hp : F p = p)
    (hL : ∀ x, ‖F x - F p‖ ≤ L * ‖x - p‖)
    (hm : ∀ x, inner ℝ (F x - F p) (x - p) ≤ m * ‖x - p‖ ^ 2) (hm1 : m < 1)
    (a : ℕ → ℝ) (h0 : ∀ n, 0 ≤ a n) (ha : Tendsto a atTop (𝓝 0))
    (hs : Tendsto (fun n => ∑ k ∈ Finset.range n, a k) atTop atTop) (x₀ : E) :
    Tendsto (scf F a x₀) atTop (𝓝 p) := by
  -- the dampings eventually become small enough, whatever `L` is
  have e1 : ∀ᶠ n in atTop, a n ≤ 1 := ha.eventually_le_const zero_lt_one
  have hc : Tendsto (fun n => (1 - 2 * m + L ^ 2) * a n) atTop (𝓝 0) := by
    simpa only [mul_zero] using ha.const_mul (1 - 2 * m + L ^ 2)
  have e2 : ∀ᶠ n in atTop, (1 - 2 * m + L ^ 2) * a n ≤ 1 - m :=
    hc.eventually_le_const (sub_pos.2 hm1)
  obtain ⟨N, hN⟩ := eventually_atTop.1 (e1.and e2)
  -- the accumulated damping after step `N` still diverges
  have hd := (tendsto_atTop_add_const_right atTop (-∑ k ∈ Finset.range N, a k) hs).const_mul_atTop
    (sub_pos.2 hm1)
  have he := (Real.tendsto_exp_neg_atTop_nhds_zero.comp hd).mul_const (‖scf F a x₀ N - p‖ ^ 2)
  rw [zero_mul] at he
  refine tendsto_of_error_sq (squeeze_zero' (Eventually.of_forall fun n => sq_nonneg _) ?_ he)
  filter_upwards [eventually_ge_atTop N] with n hn
  have h := scf_error_le F hp hL hm a x₀ N (fun k hk => ⟨h0 k, hN k hk⟩) n hn
  rw [Finset.sum_Ico_eq_sub _ hn, sub_eq_add_neg (∑ k ∈ Finset.range n, a k)] at h
  exact h

/-- The harmonic damping `1/(n+1)` makes the iteration converge to the fixed point `p` for every
Lipschitz map with `⟨F x - F y, x - y⟩ ≤ 0`, whatever its Lipschitz constant `L`. -/
theorem scf_tendsto_harmonic (F : E → E) {p : E} {L : ℝ} (hp : F p = p)
    (hL : ∀ x y, ‖F x - F y‖ ≤ L * ‖x - y‖)
    (hm : ∀ x y, inner ℝ (F x - F y) (x - y) ≤ 0) (x₀ : E) :
    Tendsto (scf F (fun n => 1 / ((n : ℝ) + 1)) x₀) atTop (𝓝 p) :=
  scf_tendsto F (m := 0) hp (fun x => hL x p) (fun x => by rw [zero_mul]; exact hm x p)
    zero_lt_one _ (fun n => by positivity) tendsto_one_div_add_atTop_nhds_zero_nat
    Real.tendsto_sum_range_one_div_nat_succ_atTop x₀

/-- The quarter-turn response on the complex plane: rotation by 90 degrees and scaling by `L`. -/
def turn (L : ℝ) (z : ℂ) : ℂ := L * Complex.I * z

/-- For the quarter-turn response, differences of outputs are orthogonal to differences of inputs
and `|L|` times as long. -/
theorem turn_witness (L : ℝ) (z w : ℂ) :
    inner ℝ (turn L z - turn L w) (z - w) = 0 ∧
      ‖turn L z - turn L w‖ = |L| * ‖z - w‖ := by
  have h : turn L z - turn L w = L * Complex.I * (z - w) := by
    unfold turn
    ring
  rw [h]
  generalize z - w = u
  constructor
  · simp only [Complex.inner, Complex.mul_re, Complex.mul_im, Complex.conj_re, Complex.conj_im,
      Complex.ofReal_re, Complex.ofReal_im, Complex.I_re, Complex.I_im]
    ring
  · rw [norm_mul, norm_mul, Complex.norm_real, Complex.norm_I, mul_one, Real.norm_eq_abs]

/-- With constant damping `a > 0` and a nonzero start, the iteration for the quarter-turn response
converges to its fixed point `0` exactly when `a (1 + L²) < 2`. -/
theorem turn_constant_damping_iff {L a : ℝ} (ha : 0 < a) {z : ℂ} (hz : z ≠ 0) :
    Tendsto (scf (turn L) (fun _ => a) z) atTop (𝓝 0) ↔ a * (1 + L ^ 2) < 2 := by
  -- the squared error is an exact geometric sequence
  have hg : ∀ n, ‖scf (turn L) (fun _ => a) z n‖ ^ 2
      = ((1 - a) ^ 2 + a ^ 2 * L ^ 2) ^ n * ‖z‖ ^ 2 := by
    intro n
    induction n with
    | zero => simp [scf]
    | succ n ih =>
      have h := mix_error_sq (turn L) (p := 0) (by simp [turn]) a (scf (turn L) (fun _ => a) z n)
      rw [(turn_witness L _ _).1, (turn_witness L _ _).2] at h
      simp only [sub_zero, mul_pow, sq_abs] at h
      change ‖mix (turn L) a (scf (turn L) (fun _ => a) z n)‖ ^ 2 = _
      rw [h, pow_succ]
      linear_combination ((1 - a) ^ 2 + a ^ 2 * L ^ 2) * ih
  constructor
  · intro h
    by_contra hlt
    have hq : 1 ≤ (1 - a) ^ 2 + a ^ 2 * L ^ 2 := by
      nlinarith [mul_le_mul_of_nonneg_left (not_lt.1 hlt) ha.le]
    have hlim : Tendsto (fun n => ‖scf (turn L) (fun _ => a) z n‖ ^ 2) atTop (𝓝 0) := by
      simpa using h.norm.pow 2
    have hle : ‖z‖ ^ 2 ≤ 0 := ge_of_tendsto' hlim fun n => by
      rw [hg n]
      exact le_mul_of_one_le_left (sq_nonneg _) (one_le_pow₀ hq)
    have hpos : 0 < ‖z‖ ^ 2 := pow_pos (norm_pos_iff.2 hz) 2
    linarith
  · intro h
    have hq : (1 - a) ^ 2 + a ^ 2 * L ^ 2 < 1 := by
      nlinarith [mul_lt_mul_of_pos_left h ha]
    apply tendsto_of_error_sq
    simp only [sub_zero, hg]
    simpa only [zero_mul] using
      (tendsto_pow_atTop_nhds_zero_of_lt_one (by positivity) hq).mul_const (‖z‖ ^ 2)

end

end VanishingDamping
```

```lean
#print axioms VanishingDamping.scf_tendsto
#print axioms VanishingDamping.scf_tendsto_harmonic
#print axioms VanishingDamping.turn_constant_damping_iff
```

```
'VanishingDamping.scf_tendsto' depends on axioms: [propext, Classical.choice, Quot.sound]
'VanishingDamping.scf_tendsto_harmonic' depends on axioms: [propext, Classical.choice, Quot.sound]
'VanishingDamping.turn_constant_damping_iff' depends on axioms: [propext, Classical.choice, Quot.sound]
```

## What the theorems promise for an SCF map

In the code, `E` is the space of densities or potentials, of finite or infinite dimension. `mix F a x` is one mixing step, and `scf F a x₀ n` is the iterate x(n) started at `x₀`. The main theorem, `scf_tendsto`, says: if `p` is a fixed point (`hp`), the response is bounded in size (`hL`) and in overlap with the error (`hm`), `m < 1`, and the dampings are nonnegative (`h0`), tend to zero (`ha`) and have partial sums that grow without limit (`hs`), then the iterates converge to `p`. The two response bounds compare each `x` only with `p`. No upper limit on the early dampings is assumed, since they fall below 1 eventually.

`scf_tendsto_harmonic` is the case m = 0 with the damping 1/(n+1), counted from n = 0. Its hypotheses are imposed on all pairs `x`, `y`: F is Lipschitz with constant `L`, and ⟨F(x) − F(y), x − y⟩ ≤ 0. In `turn`, the parameter `L` may be negative, and the Lipschitz constant is |L|; the complex plane serves there as a real plane with its usual dot product.

The existence of `p` is assumed. The step left to the user is to show that the SCF map of a given system is such an F: defined on all of E, and obeying both inequalities there in one inner product. A Kohn–Sham map is normally defined only for admissible densities, and its response bounds may hold only near the solution. F is also taken to be evaluated without error, so an incompletely converged eigensolver or rounding needs a separate estimate.

Convergence in the limit says little about the early steps. For the quarter turn with L > 0 and damping 1/(n+1), step n multiplies the error by at least L/(n+1), so the first n steps together multiply it by at least Lⁿ/n!. With L = 10 this exceeds 2700 after ten steps, an estimate that follows from the step identity but is not stated as a theorem here. A real calculation could leave the region where its response bounds hold long before the damping becomes small, so a cautious first value is sensible even though the limit doesn't require it.
